# First-order change of the PAW occupancy matrix at fixed occupations, and its vanishing under rigid translation

## Orbitals, projectors and the occupancy matrix

Let $E$ be a complex inner-product space, with $\langle u,v\rangle$ conjugate-linear in $u$ and linear in $v$. In the projector augmented-wave (PAW) method, the vectors $\psi_n\in E$ are the smooth pseudo-orbitals, and the vectors $p_i\in E$ are the projectors of one atom. The orbital label $n$ runs over a finite set `ι`, and the projector labels $i,j$ belong to a set `κ`. The space need not be complete, and the orbitals need not be orthonormal.

```lean
import Mathlib

open scoped InnerProductSpace

namespace PAWOccupancyResponse

noncomputable section

variable {E : Type*} [NormedAddCommGroup E] [InnerProductSpace ℂ E]
variable {ι κ : Type*} [Fintype ι]
```

With real occupations $f_n$, the on-site occupancy matrix is

$$\rho_{ij}=\sum_n f_n\,\langle\psi_n,p_i\rangle\langle p_j,\psi_n\rangle .$$

```lean
/-- The on-site occupancy matrix `ρ_ij = ∑ n, f_n ⟨ψ_n, p_i⟩ ⟨p_j, ψ_n⟩` of orbitals `ψ`
with occupations `f` and projectors `p`. -/
def occupancy (f : ι → ℝ) (ψ : ι → E) (p : κ → E) : Matrix κ κ ℂ :=
  fun i j => ∑ n, (f n : ℂ) * (⟪ψ n, p i⟫_ℂ * ⟪p j, ψ n⟫_ℂ)
```

In `occupancy f ψ p`, the type `ι → ℝ` makes the occupations real; no range such as $0\le f_n\le 2$ is imposed. They carry no dependence on the displacement, so the change of occupations at the Fermi level of a metal is not described.

## Two sources of change

Suppose that the orbitals change by $\delta\psi_n$ while the projectors stay fixed. To first order, $\rho_{ij}$ changes by

$$R_{ij}[\delta\psi]=\sum_n f_n\big(\langle\delta\psi_n,p_i\rangle\langle p_j,\psi_n\rangle+\langle\psi_n,p_i\rangle\langle p_j,\delta\psi_n\rangle\big).$$

```lean
/-- The first-order change of the occupancy matrix when the orbitals change by `dψ`
at fixed projectors. -/
def orbitalResponse (f : ι → ℝ) (ψ : ι → E) (p : κ → E) (dψ : ι → E) : Matrix κ κ ℂ :=
  fun i j => ∑ n, (f n : ℂ) *
    (⟪dψ n, p i⟫_ℂ * ⟪p j, ψ n⟫_ℂ + ⟪ψ n, p i⟫_ℂ * ⟪p j, dψ n⟫_ℂ)
```

If instead the projectors change by $\delta p_i$ at fixed orbitals, the change is

$$P_{ij}[\delta p]=\sum_n f_n\big(\langle\psi_n,\delta p_i\rangle\langle p_j,\psi_n\rangle+\langle\psi_n,p_i\rangle\langle\delta p_j,\psi_n\rangle\big).$$

```lean
/-- The first-order change of the occupancy matrix when the projectors change by `dp`
at fixed orbitals. -/
def projectorResponse (f : ι → ℝ) (ψ : ι → E) (p : κ → E) (dp : κ → E) : Matrix κ κ ℂ :=
  fun i j => ∑ n, (f n : ℂ) *
    (⟪ψ n, dp i⟫_ℂ * ⟪p j, ψ n⟫_ℂ + ⟪ψ n, p i⟫_ℂ * ⟪dp j, ψ n⟫_ℂ)
```

The arguments `dψ` and `dp` stand for $\delta\psi$ and $\delta p$. At this stage they are arbitrary vectors; the derivative theorem below ties them to actual paths.

Rigid motion needs one more notion. A linear map $G$ is skew-symmetric on a subspace $D$ if

$$\langle Gu,v\rangle=-\langle u,Gv\rangle\qquad\text{for all }u,v\in D.$$

```lean
/-- The operator `G` is skew-symmetric on the domain `D`. -/
def IsSkewOn (D : Submodule ℂ E) (G : E →ₗ[ℂ] E) : Prop :=
  ∀ u ∈ D, ∀ v ∈ D, ⟪G u, v⟫_ℂ = -⟪u, G v⟫_ℂ
```

For a translation by $x$ along one axis, a function $\phi(r)$ becomes $\phi(r-x)$, so the generator is $G=-\partial/\partial r$ along that axis. This operator is unbounded and acts only on sufficiently regular functions, which is why skew-symmetry is required on $D$ and not on all of $E$. In Lean, `G` is a linear map defined on the whole space, but its values outside $D$ are not constrained by `IsSkewOn`.

## The four-term derivative

Let $\psi_n(x)$ and $p_i(x)$ be differentiable at a real displacement $x$, with derivatives $\delta\psi_n$ and $\delta p_i$. The product rule for the inner product gives

$$\frac{d}{dx}\langle\psi_n,p_i\rangle=\langle\delta\psi_n,p_i\rangle+\langle\psi_n,\delta p_i\rangle,\qquad
\frac{d}{dx}\langle p_j,\psi_n\rangle=\langle\delta p_j,\psi_n\rangle+\langle p_j,\delta\psi_n\rangle .$$

Applying the product rule again to the product of these two factors yields four terms for each orbital. Two contain $\delta\psi_n$ and two contain a projector derivative. Multiplying by $f_n$, summing over $n$ and grouping the terms gives

$$\frac{d\rho_{ij}}{dx}=R_{ij}[\delta\psi]+P_{ij}[\delta p].$$

```lean
/-- The derivative of the occupancy matrix is the sum of the orbital response and the
projector response. -/
theorem hasDerivAt_occupancy (f : ι → ℝ) {ψ : ι → ℝ → E} {p : κ → ℝ → E}
    {dψ : ι → E} {dp : κ → E} {x : ℝ}
    (hψ : ∀ n, HasDerivAt (ψ n) (dψ n) x) (hp : ∀ i, HasDerivAt (p i) (dp i) x) (i j : κ) :
    HasDerivAt (fun t => occupancy f (fun n => ψ n t) (fun k => p k t) i j)
      ((orbitalResponse f (fun n => ψ n x) (fun k => p k x) dψ
        + projectorResponse f (fun n => ψ n x) (fun k => p k x) dp) i j) x := by
  -- product rule for each orbital, then sum over orbitals
  have h := HasDerivAt.fun_sum (u := Finset.univ) (fun n _ =>
    (((hψ n).inner ℂ (hp i)).fun_mul ((hp j).inner ℂ (hψ n))).const_mul (f n : ℂ))
  refine h.congr_deriv ?_
  simp only [Matrix.add_apply, orbitalResponse, projectorResponse, ← Finset.sum_add_distrib]
  exact Finset.sum_congr rfl fun n _ => by ring
```

`HasDerivAt g g' x` says that $g$ is differentiable at $x$ with derivative $g'$. The hypotheses `hψ` and `hp` therefore assume that the orbitals and projectors are differentiable in the norm of $E$. In density-functional perturbation theory $\delta\psi_n$ comes from a linear-response equation; here it is given, and no such equation is solved. The conclusion concerns each matrix entry separately.

The proof follows the same route: `inner` differentiates the inner products, `fun_mul` their product, and `HasDerivAt.fun_sum` the sum over orbitals. The final `ring` regroups the four terms.

## Hermiticity of each part

Conjugation reverses an inner product, $\overline{\langle u,v\rangle}=\langle v,u\rangle$, and leaves the real $f_n$ unchanged. Hence

$$\overline{R_{ji}}=\sum_n f_n\big(\langle p_j,\delta\psi_n\rangle\langle\psi_n,p_i\rangle+\langle p_j,\psi_n\rangle\langle\delta\psi_n,p_i\rangle\big)=R_{ij}.$$

The two terms of $R_{ij}$ have changed places.

```lean
/-- The orbital response is a Hermitian matrix. -/
theorem orbitalResponse_isHermitian (f : ι → ℝ) (ψ : ι → E) (p : κ → E) (dψ : ι → E) :
    (orbitalResponse f ψ p dψ).IsHermitian := by
  refine Matrix.IsHermitian.ext fun i j => ?_
  change (starRingEnd ℂ) _ = _
  -- conjugation exchanges the two terms
  simp only [orbitalResponse, map_sum, map_mul, map_add, Complex.conj_ofReal, inner_conj_symm]
  exact Finset.sum_congr rfl fun n _ => by ring
```

The projector part behaves in the same way:

$$\overline{P_{ji}}=\sum_n f_n\big(\langle\delta p_j,\psi_n\rangle\langle\psi_n,p_i\rangle+\langle p_j,\psi_n\rangle\langle\psi_n,\delta p_i\rangle\big)=P_{ij}.$$

```lean
/-- The projector response is a Hermitian matrix. -/
theorem projectorResponse_isHermitian (f : ι → ℝ) (ψ : ι → E) (p : κ → E) (dp : κ → E) :
    (projectorResponse f ψ p dp).IsHermitian := by
  refine Matrix.IsHermitian.ext fun i j => ?_
  change (starRingEnd ℂ) _ = _
  simp only [projectorResponse, map_sum, map_mul, map_add, Complex.conj_ofReal, inner_conj_symm]
  exact Finset.sum_congr rfl fun n _ => by ring
```

In both proofs, `inner_conj_symm` reverses the inner products and `Complex.conj_ofReal` uses the reality of the occupations. Neither theorem assumes anything about `dψ` or `dp`, so Hermiticity holds for any first-order change, including an approximate one from an unconverged calculation.

A sum of Hermitian matrices is Hermitian, so $R+P$ is Hermitian as well.

```lean
/-- The sum of the orbital and projector responses is a Hermitian matrix. -/
theorem totalResponse_isHermitian (f : ι → ℝ) (ψ : ι → E) (p : κ → E)
    (dψ : ι → E) (dp : κ → E) :
    (orbitalResponse f ψ p dψ + projectorResponse f ψ p dp).IsHermitian :=
  (orbitalResponse_isHermitian f ψ p dψ).add (projectorResponse_isHermitian f ψ p dp)
```

This applies to a real displacement parameter. A phonon perturbation at finite wavevector, treated through a single complex amplitude, is not covered.

## An atom that stays in place

The projectors of an atom move with that atom. If another atom is displaced, the projectors considered here remain fixed, $\delta p_i=0$, and every term of $P_{ij}$ contains a zero vector. Therefore

$$\frac{d\rho_{ij}}{dx}=R_{ij}[\delta\psi].$$

```lean
/-- For an atom whose projectors stay fixed, the derivative of the occupancy matrix is the
orbital response alone. -/
theorem hasDerivAt_occupancy_undisplaced (f : ι → ℝ) {ψ : ι → ℝ → E} (p : κ → E)
    {dψ : ι → E} {x : ℝ} (hψ : ∀ n, HasDerivAt (ψ n) (dψ n) x) (i j : κ) :
    HasDerivAt (fun t => occupancy f (fun n => ψ n t) p i j)
      (orbitalResponse f (fun n => ψ n x) p dψ i j) x := by
  have h := hasDerivAt_occupancy f (p := fun k _ => p k) (dp := fun _ => 0) hψ
    (fun k => hasDerivAt_const x (p k)) i j
  refine h.congr_deriv ?_
  simp [projectorResponse]
```

The fixed atom is expressed by the type of `p`: it is `κ → E`, with no dependence on $x$. The proof applies the general derivative formula to constant projectors, and `simp` removes the vanishing terms. The orbital response remains, since the orbitals can still react to the displacement elsewhere.

## The displaced atom in its own frame

For a displaced atom, let the projectors be carried along by a skew-symmetric generator, $\delta p_i=Gp_i$, with all $\psi_n$ and $p_i$ in $D$ at the displacement $x$. Skew-symmetry transfers $G$ from the projectors to the orbitals:

$$\langle\psi_n,Gp_i\rangle=-\langle G\psi_n,p_i\rangle,\qquad \langle Gp_j,\psi_n\rangle=-\langle p_j,G\psi_n\rangle .$$

Substituting these identities in the projector response gives

$$P_{ij}[Gp]=-\sum_n f_n\big(\langle G\psi_n,p_i\rangle\langle p_j,\psi_n\rangle+\langle\psi_n,p_i\rangle\langle p_j,G\psi_n\rangle\big)=-R_{ij}[G\psi].$$

Since $R_{ij}$ is additive in the orbital change and changes sign with it, the total is

$$\frac{d\rho_{ij}}{dx}=R_{ij}[\delta\psi-G\psi].$$

```lean
/-- If the projectors are carried along by a skew-symmetric generator `G`, the derivative of
the occupancy matrix is the orbital response to the co-moving change `ψ_n' - G ψ_n`. -/
theorem hasDerivAt_occupancy_comoving (f : ι → ℝ) {ψ : ι → ℝ → E} {p : κ → ℝ → E}
    {dψ : ι → E} {x : ℝ} {D : Submodule ℂ E} {G : E →ₗ[ℂ] E} (hG : IsSkewOn D G)
    (hψD : ∀ n, ψ n x ∈ D) (hpD : ∀ i, p i x ∈ D)
    (hψ : ∀ n, HasDerivAt (ψ n) (dψ n) x)
    (hp : ∀ i, HasDerivAt (p i) (G (p i x)) x) (i j : κ) :
    HasDerivAt (fun t => occupancy f (fun n => ψ n t) (fun k => p k t) i j)
      (orbitalResponse f (fun n => ψ n x) (fun k => p k x)
        (fun n => dψ n - G (ψ n x)) i j) x := by
  refine (hasDerivAt_occupancy f hψ hp i j).congr_deriv ?_
  simp only [Matrix.add_apply, orbitalResponse, projectorResponse, ← Finset.sum_add_distrib]
  refine Finset.sum_congr rfl fun n _ => ?_
  -- skew-symmetry moves the generator between the orbitals and the projectors
  have h1 := hG _ (hψD n) _ (hpD i)
  have h2 := hG _ (hpD j) _ (hψD n)
  rw [inner_sub_left, inner_sub_right, h1, h2]
  ring
```

The vector $\delta\psi_n-G\psi_n$ is the change of the orbital as seen from the moving atom. The derivative of the projectors has disappeared from the formula, and $G$ acts on the orbitals instead.

In the Lean statement, `hψD` and `hpD` place the orbitals and projectors in the domain, and `hp` states that the projectors follow `G`. In the proof, `h1` and `h2` are the two skew-symmetry identities, and `ring` compares the resulting sums for each orbital.

## Rigid motion

Now let the orbitals follow the same generator, $\delta\psi_n=G\psi_n$. The co-moving change is zero, so

$$\frac{d\rho_{ij}}{dx}=R_{ij}[0]=0.$$

```lean
/-- When orbitals and projectors are moved by the same skew-symmetric generator, as in a rigid
translation, the derivative of the occupancy matrix vanishes. -/
theorem hasDerivAt_occupancy_rigid (f : ι → ℝ) {ψ : ι → ℝ → E} {p : κ → ℝ → E}
    {x : ℝ} {D : Submodule ℂ E} {G : E →ₗ[ℂ] E} (hG : IsSkewOn D G)
    (hψD : ∀ n, ψ n x ∈ D) (hpD : ∀ i, p i x ∈ D)
    (hψ : ∀ n, HasDerivAt (ψ n) (G (ψ n x)) x)
    (hp : ∀ i, HasDerivAt (p i) (G (p i x)) x) (i j : κ) :
    HasDerivAt (fun t => occupancy f (fun n => ψ n t) (fun k => p k t) i j) 0 x := by
  refine (hasDerivAt_occupancy_comoving f hG hψD hpD hψ hp i j).congr_deriv ?_
  simp [orbitalResponse]
```

Physically, the hypothesis on the orbitals describes a system in which all atoms are translated together and no external potential is left behind. The theorem takes this behaviour of the orbitals as given and does not derive it from a translation-invariant Hamiltonian. For fixed occupations and finitely many orbitals, the result supplies a consistency check for PAW linear-response calculations: under a common translation of all atoms, the orbital and projector contributions to the change of $\rho$ must cancel, up to numerical errors such as those of a real-space grid.

If the same conditions hold at every $x$, each entry $\rho_{ij}(x)$ has zero derivative on the whole real line. It is therefore constant, and $\rho(x)=\rho(y)$ for any two displacements.

```lean
/-- Along a whole path of rigid motion the occupancy matrix keeps the same value. -/
theorem occupancy_rigid_const (f : ι → ℝ) {ψ : ι → ℝ → E} {p : κ → ℝ → E}
    {D : Submodule ℂ E} {G : E →ₗ[ℂ] E} (hG : IsSkewOn D G)
    (hψD : ∀ n x, ψ n x ∈ D) (hpD : ∀ i x, p i x ∈ D)
    (hψ : ∀ n x, HasDerivAt (ψ n) (G (ψ n x)) x)
    (hp : ∀ i x, HasDerivAt (p i) (G (p i x)) x) (x y : ℝ) :
    occupancy f (fun n => ψ n x) (fun k => p k x)
      = occupancy f (fun n => ψ n y) (fun k => p k y) := by
  ext i j
  have h := fun t => hasDerivAt_occupancy_rigid f hG (fun n => hψD n t) (fun k => hpD k t)
    (fun n => hψ n t) (fun k => hp k t) i j
  exact is_const_of_deriv_eq_zero (fun t => (h t).differentiableAt) (fun t => (h t).deriv) x y
```

Here `hψD`, `hpD`, `hψ` and `hp` are quantified over all displacements. The step from a vanishing derivative to a constant function is `is_const_of_deriv_eq_zero`, applied to each entry.

## A rotation in two dimensions

Rotations of $\mathbb C^2$ provide an explicit rigid motion with a bounded generator. This is a mathematical illustration in which the projector is rotated together with the orbital. PAW projectors whose angular parts refer to fixed axes do not follow a rotation of a molecule in this way, and their occupancy matrix generally changes. Take

$$J(a,b)=(-b,a).$$

```lean
/-- The generator of rotations of the plane, `(a, b) ↦ (-b, a)`, acting on `ℂ²`. -/
def rotGen : EuclideanSpace ℂ (Fin 2) →ₗ[ℂ] EuclideanSpace ℂ (Fin 2) where
  toFun w := !₂[-w 1, w 0]
  map_add' u v := by ext i; fin_cases i <;> simp [add_comm]
  map_smul' c v := by ext i; fin_cases i <;> simp
```

Because $J^2=-1$, the vector $w$ rotated by the angle $x$ is

$$w(x)=\cos x\;w+\sin x\;Jw .$$

```lean
/-- The vector `w` of `ℂ²` rotated by the angle `x`. -/
def rotated (w : EuclideanSpace ℂ (Fin 2)) (x : ℝ) : EuclideanSpace ℂ (Fin 2) :=
  ((Real.cos x : ℝ) : ℂ) • w + ((Real.sin x : ℝ) : ℂ) • rotGen w
```

Components are numbered from zero in Lean, so $u=(u_0,u_1)$ and $v=(v_0,v_1)$. Skew-symmetry follows from

$$\langle Ju,v\rangle=-\overline{u_1}v_0+\overline{u_0}v_1=-\big(-\overline{u_0}v_1+\overline{u_1}v_0\big)=-\langle u,Jv\rangle,$$

and differentiation of the path gives

$$w'(x)=-\sin x\;w+\cos x\;Jw=J\,w(x).$$

For one orbital $\psi=(1,0)$ with occupation $1$ and one projector $p=(1,1)$, the orbital change is $J\psi=(0,1)$. All the inner products that enter are equal to $1$, and

$$R_{00}[J\psi]=1\cdot1+1\cdot1=2 .$$

```lean
/-- `rotGen` is skew-symmetric on `ℂ²`, each path `rotated w` has derivative `rotGen (rotated w x)`
at every `x`, and, at occupation `1`, the orbital response of the orbital `(1, 0)` with the
projector `(1, 1)` under this generator is `2`. -/
theorem rigid_witness :
    IsSkewOn ⊤ rotGen ∧
    (∀ w x, HasDerivAt (rotated w) (rotGen (rotated w x)) x) ∧
    orbitalResponse (fun _ : Fin 1 => 1) (fun _ => !₂[1, 0]) (fun _ : Fin 1 => !₂[1, 1])
      (fun _ => rotGen !₂[1, 0]) 0 0 = 2 := by
  refine ⟨?_, ?_, ?_⟩
  · intro u _ v _
    simp [rotGen, PiLp.inner_apply, Fin.sum_univ_two]
  · intro w x
    have hc := (Real.hasDerivAt_cos x).ofReal_comp.smul_const w
    have hs := (Real.hasDerivAt_sin x).ofReal_comp.smul_const (rotGen w)
    -- applying the generator twice reverses the vector
    have hJ : rotGen (rotGen w) = -w := by
      ext i
      fin_cases i <;> simp [rotGen]
    refine (hc.fun_add hs).congr_deriv ?_
    rw [rotated, map_add, map_smul, map_smul, hJ, Complex.ofReal_neg]
    module
  · norm_num [orbitalResponse, rotGen, PiLp.inner_apply, Fin.sum_univ_two]

end

end PAWOccupancyResponse
```

The three parts of `rigid_witness` are these three calculations. The domain `⊤` is the whole of $\mathbb C^2$, and `hJ` is the identity $J^2w=-w$ used in the derivative. With the normalised projector $(1,1)/\sqrt2$, the orbital response would be $1$ instead of $2$.

The example shows that rigid motion can involve a real cancellation. If only the orbital rotates, then $\rho_{00}(x)=(\cos x+\sin x)^2=1+\sin 2x$, whose slope at $x=0$ is $2$. If the projector rotates as well, its response contributes $-2$ and $\rho_{00}$ stays at $1$.

```lean
#print axioms PAWOccupancyResponse.totalResponse_isHermitian
#print axioms PAWOccupancyResponse.hasDerivAt_occupancy_undisplaced
#print axioms PAWOccupancyResponse.hasDerivAt_occupancy_rigid
#print axioms PAWOccupancyResponse.occupancy_rigid_const
```

```
'PAWOccupancyResponse.totalResponse_isHermitian' depends on axioms: [propext, Classical.choice, Quot.sound]
'PAWOccupancyResponse.hasDerivAt_occupancy_undisplaced' depends on axioms: [propext, Classical.choice, Quot.sound]
'PAWOccupancyResponse.hasDerivAt_occupancy_rigid' depends on axioms: [propext, Classical.choice, Quot.sound]
'PAWOccupancyResponse.occupancy_rigid_const' depends on axioms: [propext, Classical.choice, Quot.sound]
```
